# A continuous path of real symmetric RPA matrices that starts stable stays stable unless a zero-frequency mode appears

## Vectors, curvature, stability and modes

The response matrices \(A\) and \(B\) are real, square and of the same finite size. Their rows and columns are labelled by the particle–hole excitations kept in the calculation, and vectors are real columns with the same labels.

In Lean 4 with Mathlib:

```lean
import Mathlib

open Matrix Set

namespace RPAStabilityPath

noncomputable section

variable {n : Type*} [Fintype n]
```

The type `n` is the finite set of labels. A vector is a function `n → ℝ` that assigns a component \(x_i\) to each label \(i\), and `Matrix n n ℝ` is a real matrix \(M_{ij}\). The number of labels is arbitrary.

```lean
/-- Curvature `xᵀ M x` of the quadratic energy with Hessian `M` along the direction `x`. -/
def curvature (M : Matrix n n ℝ) (x : n → ℝ) : ℝ := x ⬝ᵥ M *ᵥ x
```

Here `*ᵥ` is the matrix–vector product and `⬝ᵥ` the dot product, so `curvature M x` is
\[ q_M(x) = x^{\mathsf T} M x = \sum_{ij} x_i M_{ij} x_j . \]
For an energy \(E(x)=\tfrac12 x^{\mathsf T}Mx\) with symmetric \(M\), this is the second derivative of \(E(\lambda x)\) with respect to the step \(\lambda\). It is not divided by the length of \(x\); the curvature per unit Euclidean length squared is \(q_M(x)/x^{\mathsf T}x\), which has the same sign for \(x\neq0\).

```lean
/-- Stability of the response matrices: `A + B` and `A - B` are both positive definite. -/
def Stable (A B : Matrix n n ℝ) : Prop := (A + B).PosDef ∧ (A - B).PosDef
```

A `Prop` is a statement, and `∧` means "and". `PosDef` for a real matrix means symmetric with \(q_M(x)>0\) for every \(x\neq0\). In time-dependent Hartree–Fock with real orbitals, \(A+B\) and \(A-B\) are proportional to the energy Hessians for real and for imaginary orbital rotations, so `Stable A B` stands for a reference state that is a strict quadratic minimum in both families of directions. The inequality is strict: a flat direction already counts as unstable.

```lean
/-- `(X, Y)` is a nonzero solution of the RPA equations `A X + B Y = ω X`,
`B X + A Y = -ω Y`. -/
def IsRPAMode (A B : Matrix n n ℝ) (ω : ℝ) (X Y : n → ℝ) : Prop :=
  (X ≠ 0 ∨ Y ≠ 0) ∧ A *ᵥ X + B *ᵥ Y = ω • X ∧ B *ᵥ X + A *ᵥ Y = -(ω • Y)
```

With `•` for multiplication by a scalar and `∨` for "or", the definition says that \((X,Y)\neq(0,0)\) and
\[ AX+BY=\omega X,\qquad BX+AY=-\omega Y . \]
The frequency \(\omega\) and the amplitudes \(X,Y\) are real, so imaginary frequencies are not described, and only \(\omega=0\) is used below. The normalisation \(X^{\mathsf T}X-Y^{\mathsf T}Y=1\) is not imposed.

## Positive definiteness and flat directions of one matrix

```lean
/-- A symmetric Hessian is positive definite exactly when its curvature is positive along
every normalised direction. -/
theorem posDef_iff_unit {M : Matrix n n ℝ} (hM : M.IsSymm) :
    M.PosDef ↔ ∀ x, ‖x‖ = 1 → 0 < curvature M x := by
  rw [posDef_iff_dotProduct_mulVec]
  constructor
  · rintro ⟨_, h⟩ x hx
    have hx0 : x ≠ 0 := by
      rintro rfl
      simp at hx
    simpa [curvature] using @h x hx0
  · intro h
    refine ⟨(conjTranspose_eq_transpose_of_trivial M).trans hM, ?_⟩
    intro x hx
    have hn : 0 < ‖x‖ := norm_pos_iff.2 hx
    have hc : 0 < ‖x‖⁻¹ := inv_pos.2 hn
    have h1 := h (‖x‖⁻¹ • x) (by rw [norm_smul, norm_inv, norm_norm, inv_mul_cancel₀ hn.ne'])
    simp only [curvature, mulVec_smul, smul_dotProduct, dotProduct_smul, smul_eq_mul] at h1
    have h2 := (mul_pos_iff_of_pos_left hc).1 ((mul_pos_iff_of_pos_left hc).1 h1)
    simpa using h2
```

A theorem lists its hypotheses in parentheses, each with a name, and its conclusion after the colon; what follows `:= by` is the proof. Under `hM`, which says \(M^{\mathsf T}=M\), the matrix is positive definite if and only if \(q_M(x)>0\) whenever \(\|x\|=1\). On `n → ℝ` the norm is \(\|x\|=\max_i|x_i|\), so the "unit sphere" is the surface of a cube. The arguments use only that it is compact, excludes the origin and meets every ray from the origin.

One direction holds because a unit vector is nonzero. For the other, take \(x\neq0\) and \(c=1/\|x\|>0\). Then \(\|cx\|=1\) and \(q_M(cx)=c^2q_M(x)\), so \(q_M(cx)>0\) gives \(q_M(x)>0\). In the proof `h1` is the inequality for \(cx\), and `h2` removes the two factors of \(c\).

```lean
/-- If the curvature of a symmetric Hessian is nowhere negative, a direction of zero
curvature is annihilated by the Hessian. -/
theorem flat_direction_null {M : Matrix n n ℝ} (hM : M.IsSymm)
    (hpsd : ∀ y, 0 ≤ curvature M y) {x : n → ℝ} (hx : curvature M x = 0) : M *ᵥ x = 0 := by
  unfold curvature at hpsd hx
  obtain ⟨y, hy⟩ : ∃ y, y = M *ᵥ x := ⟨_, rfl⟩
  have hsym : x ⬝ᵥ M *ᵥ y = y ⬝ᵥ M *ᵥ x := by
    rw [dotProduct_mulVec x M y, ← mulVec_transpose M x, hM.eq, dotProduct_comm (M *ᵥ x) y]
  -- the curvature at `x + t y` is a nonnegative quadratic in `t` without constant term
  have h : ∀ t : ℝ, 0 ≤ (y ⬝ᵥ M *ᵥ y) * (t * t) + (2 * (y ⬝ᵥ y)) * t + 0 := by
    intro t
    have h1 := hpsd (x + t • y)
    simp only [mulVec_add, mulVec_smul, add_dotProduct, dotProduct_add, smul_dotProduct,
      dotProduct_smul, smul_eq_mul] at h1
    rw [hx, hsym, ← hy] at h1
    linarith
  have hd := discrim_le_zero h
  unfold discrim at hd
  have h2 : (y ⬝ᵥ y) ^ 2 = 0 := by nlinarith [sq_nonneg (y ⬝ᵥ y)]
  rw [← hy]
  exact dotProduct_self_eq_zero.1 ((pow_eq_zero_iff two_ne_zero).1 h2)
```

Suppose that \(M\) is symmetric, \(q_M\ge0\) on all vectors (`hpsd`), and \(q_M(x)=0\) (`hx`). The conclusion is \(Mx=0\). Put \(y=Mx\) and step from \(x\) along \(y\) by a real amount \(t\):
\[ q_M(x+ty)=q_M(x)+t\,(x^{\mathsf T}My+y^{\mathsf T}Mx)+t^2q_M(y). \]
The first term vanishes. Symmetry gives \(x^{\mathsf T}My=y^{\mathsf T}Mx=y^{\mathsf T}y\), the first equality being `hsym`. Hence
\[ 0\le q_M(y)\,t^2+2\,(y^{\mathsf T}y)\,t+0\qquad\text{for all real } t, \]
which is `h`. A polynomial \(\alpha t^2+\beta t+\gamma\) that is never negative has \(\beta^2-4\alpha\gamma\le0\) (`discrim_le_zero`). With \(\gamma=0\) and \(\beta=2y^{\mathsf T}y\) this reads \(4(y^{\mathsf T}y)^2\le0\), so \(y^{\mathsf T}y=0\) and \(y=0\).

## The first point where definiteness is lost

From here on \(t\) is a path parameter, such as a bond length or a coupling strength, running over an interval \([a,b]\).

```lean
/-- If a continuous symmetric Hessian is positive definite at `a` but not at `b`, there is
`s` in `(a, b]` such that it is positive definite on `[a, s)` and has a null vector at `s`. -/
theorem first_null_vector {M : ℝ → Matrix n n ℝ} {a b : ℝ} (hab : a ≤ b)
    (hc : ContinuousOn M (Icc a b)) (hs : ∀ t ∈ Icc a b, (M t).IsSymm)
    (ha : (M a).PosDef) (hb : ¬ (M b).PosDef) :
    ∃ s ∈ Ioc a b, (∀ r ∈ Ico a s, (M r).PosDef) ∧ ∃ x, x ≠ 0 ∧ M s *ᵥ x = 0 := by
  have hF : Continuous fun p : Matrix n n ℝ × (n → ℝ) => curvature p.1 p.2 := by
    unfold curvature
    exact continuous_snd.dotProduct (continuous_fst.matrix_mulVec continuous_snd)
  have hD : IsCompact (Icc a b ×ˢ Metric.sphere (0 : n → ℝ) 1) :=
    isCompact_Icc.prod (isCompact_sphere _ _)
  have hq : ContinuousOn (fun p : ℝ × (n → ℝ) => curvature (M p.1) p.2)
      (Icc a b ×ˢ Metric.sphere (0 : n → ℝ) 1) :=
    hF.comp_continuousOn
      ((hc.comp continuousOn_fst fun p hp => hp.1).prodMk continuousOn_snd)
  -- the compact set of (path parameter, unit direction) with non-positive curvature
  have hK := hD.of_isClosed_subset
    (hq.preimage_isClosed_of_isClosed hD.isClosed (isClosed_Iic (a := (0 : ℝ))))
    inter_subset_left
  have hmem : ∀ r ∈ Icc a b, ¬ (M r).PosDef → ∃ x, (r, x) ∈
      (Icc a b ×ˢ Metric.sphere (0 : n → ℝ) 1) ∩
        (fun p : ℝ × (n → ℝ) => curvature (M p.1) p.2) ⁻¹' Iic 0 := by
    intro r hr h
    by_contra hne
    refine h ((posDef_iff_unit (hs r hr)).2 fun x hx => lt_of_not_ge fun hle => hne ?_)
    exact ⟨x, ⟨hr, mem_sphere_zero_iff_norm.2 hx⟩, hle⟩
  obtain ⟨x₀, hx₀⟩ := hmem b ⟨hab, le_rfl⟩ hb
  obtain ⟨⟨s, x⟩, ⟨⟨hsI, hx⟩, hle⟩, hmin⟩ := hK.exists_isMinOn ⟨_, hx₀⟩ continuousOn_fst
  have hsI' : s ∈ Icc a b := hsI
  have hx1 : ‖x‖ = 1 := mem_sphere_zero_iff_norm.1 hx
  have hle' : curvature (M s) x ≤ 0 := hle
  have hsub : Ico a s ⊆ Icc a b := fun r hr => ⟨hr.1, hr.2.le.trans hsI'.2⟩
  have hbelow : ∀ r ∈ Ico a s, (M r).PosDef := by
    intro r hr
    by_contra h
    obtain ⟨y, hy⟩ := hmem r (hsub hr) h
    have hsr : s ≤ r := isMinOn_iff.1 hmin _ hy
    exact absurd hr.2 (not_lt.2 hsr)
  have hne : a ≠ s := by
    intro h
    rw [h] at ha
    exact absurd ((posDef_iff_unit (hs s hsI')).1 ha x hx1) (not_lt.2 hle')
  -- non-negative curvature passes to the limit `r → s`
  have hpsd : ∀ y, 0 ≤ curvature (M s) y := by
    intro y
    have hcy : ContinuousOn (fun r => curvature (M r) y) (Icc a b) :=
      hF.comp_continuousOn (hc.prodMk continuousOn_const)
    have hcl : s ∈ closure (Ico a s) := by
      rw [closure_Ico hne]
      exact ⟨hsI'.1, le_rfl⟩
    have hnn : ∀ r ∈ Ico a s, (0 : ℝ) ≤ curvature (M r) y := fun r hr => by
      simpa [curvature] using (hbelow r hr).posSemidef.dotProduct_mulVec_nonneg y
    have hlim := ContinuousWithinAt.closure_le (f := fun _ : ℝ => (0 : ℝ))
      (g := fun r : ℝ => curvature (M r) y) hcl continuousWithinAt_const
      ((hcy s hsI').mono hsub) hnn
    exact hlim
  refine ⟨s, ⟨lt_of_le_of_ne hsI'.1 hne, hsI'.2⟩, hbelow, x, ?_,
    flat_direction_null (hs s hsI') hpsd (le_antisymm hle' (hpsd x))⟩
  rintro rfl
  simp at hx1
```

`Icc a b`, `Ioc a b` and `Ico a s` are the intervals \([a,b]\), \((a,b]\) and \([a,s)\). The matrix function \(M(t)\) has continuous entries on \([a,b]\) (`hc`), is symmetric there (`hs`), is positive definite at \(a\) and is not at \(b\). The theorem yields \(s\in(a,b]\) such that \(M(r)\) is positive definite for \(a\le r<s\), together with a vector \(x\neq0\) obeying \(M(s)x=0\).

Consider the set
\[ K=\{(t,x): a\le t\le b,\ \|x\|=1,\ q_{M(t)}(x)\le0\}. \]
The product of the interval and the sphere is compact (`hD`) and \((t,x)\mapsto q_{M(t)}(x)\) is continuous on it (`hq`), so \(K\) is a closed subset of a compact set and is itself compact (`hK`). By `posDef_iff_unit`, every \(r\) at which \(M(r)\) is not positive definite has some unit vector with \(q_{M(r)}\le0\), that is, a point of \(K\) (`hmem`). Taking \(r=b\) shows that \(K\) is not empty. The first coordinate therefore attains a minimum on \(K\), at a point \((s,x)\); this is `exists_isMinOn`.

For \(a\le r<s\) the matrix \(M(r)\) is positive definite, since otherwise \(K\) would contain a point earlier than \(s\) (`hbelow`). Also \(s\neq a\), because \(q_{M(a)}(x)>0\) while \(q_{M(s)}(x)\le0\) (`hne`). For any fixed \(y\), the function \(r\mapsto q_{M(r)}(y)\) is nonnegative on the nonempty interval \([a,s)\) and continuous, so the limit \(r\to s\) gives \(q_{M(s)}(y)\ge0\) (`hpsd`). For \(y=x\) the two inequalities give \(q_{M(s)}(x)=0\), and `flat_direction_null` gives \(M(s)x=0\), with \(x\neq0\) because \(\|x\|=1\). No eigenvalue is followed along the path, and degeneracies need no separate treatment.

## Persistence of definiteness and of stability

```lean
variable [DecidableEq n]

/-- A continuous symmetric Hessian that starts positive definite and whose determinant never
vanishes stays positive definite. -/
theorem posDef_persists {M : ℝ → Matrix n n ℝ} {a b : ℝ}
    (hc : ContinuousOn M (Icc a b)) (hs : ∀ t ∈ Icc a b, (M t).IsSymm)
    (ha : (M a).PosDef) (hdet : ∀ t ∈ Icc a b, (M t).det ≠ 0) :
    ∀ t ∈ Icc a b, (M t).PosDef := by
  intro t ht
  by_contra h
  have hsub : Icc a t ⊆ Icc a b := Icc_subset_Icc_right ht.2
  obtain ⟨s, hsI, -, hx⟩ :=
    first_null_vector ht.1 (hc.mono hsub) (fun r hr => hs r (hsub hr)) ha h
  exact hdet s (hsub ⟨hsI.1.le, hsI.2⟩) (exists_mulVec_eq_zero_iff.1 hx)
```

If \(M(t)\) is continuous and symmetric on \([a,b]\), positive definite at \(a\), and \(\det M(t)\neq0\) throughout, then \(M(t)\) is positive definite at every \(t\in[a,b]\). The step `by_contra` assumes failure at some \(t\). Applying `first_null_vector` on \([a,t]\) gives \(s\) and \(x\neq0\) with \(M(s)x=0\). A square matrix has a nonzero null vector exactly when its determinant vanishes (`exists_mulVec_eq_zero_iff`), so \(\det M(s)=0\), which contradicts `hdet`.

```lean
/-- For continuous symmetric `A(t)`, `B(t)` on `[a, b]`, stable at `a` and with
`det (A + B) det (A - B) ≠ 0` throughout, stability holds at every `t`. -/
theorem stability_persists {A B : ℝ → Matrix n n ℝ} {a b : ℝ}
    (hA : ContinuousOn A (Icc a b)) (hB : ContinuousOn B (Icc a b))
    (hs : ∀ t ∈ Icc a b, (A t).IsSymm ∧ (B t).IsSymm) (ha : Stable (A a) (B a))
    (hdet : ∀ t ∈ Icc a b, (A t + B t).det * (A t - B t).det ≠ 0) :
    ∀ t ∈ Icc a b, Stable (A t) (B t) := fun t ht =>
  ⟨posDef_persists (M := fun r => A r + B r) (hA.add hB) (fun r hr => (hs r hr).1.add (hs r hr).2)
      ha.1 (fun r hr => left_ne_zero_of_mul (hdet r hr)) t ht,
    posDef_persists (M := fun r => A r - B r) (hA.sub hB) (fun r hr => (hs r hr).1.sub (hs r hr).2)
      ha.2 (fun r hr => right_ne_zero_of_mul (hdet r hr)) t ht⟩
```

This is the statement for the response matrices. The hypotheses are continuity of \(A(t)\) and \(B(t)\) on \([a,b]\), symmetry of both, stability at \(a\), and
\[ \det\big(A(t)+B(t)\big)\,\det\big(A(t)-B(t)\big)\neq0\qquad (a\le t\le b). \]
The conclusion is stability at every \(t\in[a,b]\); the unit interval is the case \(a=0\), \(b=1\). Sums and differences of continuous symmetric matrices are continuous and symmetric, and a nonzero product has nonzero factors, so `posDef_persists` applies once to \(A+B\) and once to \(A-B\).

All four conditions are assumed, not derived from a Hamiltonian. Symmetry stands for real orbitals and a real, symmetric kernel; the kernel is also taken to be independent of frequency, so that \(A\) and \(B\) do not depend on \(\omega\). Continuity is a condition on the matrix entries themselves: it stands for following one branch of reference solutions in an excitation space of fixed size, with the orbitals (their signs, ordering and mixing within degenerate sets) chosen to vary continuously along the path. The determinant condition is required at every point of the interval, and a check at finitely many points does not supply it.

## Zero-frequency modes

```lean
/-- The RPA equations have a mode at `ω = 0` exactly when `det (A + B) det (A - B) = 0`. -/
theorem zero_mode_iff (A B : Matrix n n ℝ) :
    (∃ X Y, IsRPAMode A B 0 X Y) ↔ (A + B).det * (A - B).det = 0 := by
  rw [mul_eq_zero, ← exists_mulVec_eq_zero_iff, ← exists_mulVec_eq_zero_iff]
  simp only [IsRPAMode, zero_smul, neg_zero, add_mulVec, sub_mulVec]
  constructor
  · rintro ⟨X, Y, hne, h1, h2⟩
    by_cases h : X + Y = 0
    · -- `Y = -X`, so `X` is a null vector of `A - B`
      have hY : Y = -X := eq_neg_of_add_eq_zero_right h
      subst hY
      refine Or.inr ⟨X, by simpa using hne, ?_⟩
      rw [mulVec_neg] at h1
      rw [sub_eq_add_neg]
      exact h1
    · refine Or.inl ⟨X + Y, h, ?_⟩
      rw [mulVec_add, mulVec_add]
      calc A *ᵥ X + A *ᵥ Y + (B *ᵥ X + B *ᵥ Y)
          = (A *ᵥ X + B *ᵥ Y) + (B *ᵥ X + A *ᵥ Y) := by abel
        _ = 0 := by rw [h1, h2, add_zero]
  · rintro (⟨x, hx, h⟩ | ⟨x, hx, h⟩)
    · exact ⟨x, x, Or.inl hx, h, by rw [add_comm]; exact h⟩
    · refine ⟨x, -x, Or.inl hx, ?_, ?_⟩
      · rw [mulVec_neg, sub_eq_zero.1 h, add_neg_cancel]
      · rw [mulVec_neg, sub_eq_zero.1 h, add_neg_cancel]
```

For arbitrary real \(A\) and \(B\), symmetric or not, a mode with \(\omega=0\) exists if and only if \(\det(A+B)\det(A-B)=0\). The opening `rw` turns the right side into "\(A+B\) or \(A-B\) has a nonzero null vector".

Let \(AX+BY=0\) and \(BX+AY=0\) with \((X,Y)\neq(0,0)\). Adding the equations gives \((A+B)(X+Y)=0\), which is the `calc` block. If \(X+Y\neq0\), it is a null vector of \(A+B\). If \(X+Y=0\), then \(Y=-X\), so \(X\neq0\), and the first equation reads \((A-B)X=0\). Conversely, \((A+B)x=0\) with \(x\neq0\) makes \((X,Y)=(x,x)\) a solution, and \((A-B)x=0\) makes \((x,-x)\) one. For these solutions \(X^{\mathsf T}X-Y^{\mathsf T}Y=0\), so no rescaling brings them to the usual normalisation.

```lean
/-- Along a continuous symmetric path that is stable at `a`, stability at every `t` is
equivalent to the absence of an RPA mode with `ω = 0` at every `t`. -/
theorem stable_iff_no_zero_mode {A B : ℝ → Matrix n n ℝ} {a b : ℝ}
    (hA : ContinuousOn A (Icc a b)) (hB : ContinuousOn B (Icc a b))
    (hs : ∀ t ∈ Icc a b, (A t).IsSymm ∧ (B t).IsSymm) (ha : Stable (A a) (B a)) :
    (∀ t ∈ Icc a b, Stable (A t) (B t)) ↔
      ∀ t ∈ Icc a b, ¬ ∃ X Y, IsRPAMode (A t) (B t) 0 X Y := by
  simp only [zero_mode_iff]
  exact ⟨fun h t ht => (mul_pos (h t ht).1.det_pos (h t ht).2.det_pos).ne',
    stability_persists hA hB hs ha⟩
```

For a continuous symmetric path that is stable at \(a\), stability at all \(t\in[a,b]\) is equivalent to the absence of an \(\omega=0\) mode at all \(t\in[a,b]\). After `zero_mode_iff` rewrites the right side as the determinant condition, one direction is `det_pos`, since positive definite matrices have positive determinants, and the other is `stability_persists`. The equivalence compares whole intervals and not single points: an unstable point need not carry a zero mode itself, and the theorem is silent on whether stability returns beyond a zero mode. For real symmetric, finite, frequency-independent RPA, TDDFT or BSE matrices whose entries vary continuously along a one-parameter scan, a stable start and an unstable point on the scan imply a zero-frequency solution somewhere on it.

## A two-excitation path and a jump

```lean
/-- Two-excitation model: `A` with off-diagonal coupling `t / 2`. -/
def modelA (t : ℝ) : Matrix (Fin 2) (Fin 2) ℝ := !![1, t / 2; t / 2, 1]
```

The notation `!![ ; ]` lists a matrix row by row, and `Fin 2` supplies the labels 0 and 1. Thus \(A_{00}=A_{11}=1\) and \(A_{01}=A_{10}=t/2\).

```lean
/-- Two-excitation model: diagonal `B` with entries `± t / 2`. -/
def modelB (t : ℝ) : Matrix (Fin 2) (Fin 2) ℝ := !![t / 2, 0; 0, -(t / 2)]
```

The matrix \(B\) is diagonal, with \(B_{00}=t/2\) and \(B_{11}=-t/2\).

```lean
/-- The two-excitation model is continuous, symmetric, stable at `t = 0` and has
`det (A + B) det (A - B) ≠ 0` on `[0, 1]`. -/
theorem stability_persists_witness :
    Continuous modelA ∧ Continuous modelB ∧ (∀ t, (modelA t).IsSymm ∧ (modelB t).IsSymm) ∧
      Stable (modelA 0) (modelB 0) ∧
      ∀ t ∈ Icc (0 : ℝ) 1, (modelA t + modelB t).det * (modelA t - modelB t).det ≠ 0 := by
  have hA : modelA 0 = 1 := by ext i j; fin_cases i <;> fin_cases j <;> simp [modelA]
  have hB : modelB 0 = 0 := by ext i j; fin_cases i <;> fin_cases j <;> simp [modelB]
  refine ⟨continuous_matrix fun i j => ?_, continuous_matrix fun i j => ?_,
    fun t => ⟨?_, ?_⟩, ?_, fun t ht => ?_⟩
  · fin_cases i <;> fin_cases j <;> simp [modelA] <;> fun_prop
  · fin_cases i <;> fin_cases j <;> simp [modelB] <;> fun_prop
  · ext i j; fin_cases i <;> fin_cases j <;> simp [modelA]
  · ext i j; fin_cases i <;> fin_cases j <;> simp [modelB]
  · rw [Stable, hA, hB, add_zero, sub_zero]
    exact ⟨PosDef.one, PosDef.one⟩
  · have h1 : (modelA t + modelB t).det = 1 - t ^ 2 / 2 := by
      simp [modelA, modelB, det_fin_two]; ring
    have h2 : (modelA t - modelB t).det = 1 - t ^ 2 / 2 := by
      simp [modelA, modelB, det_fin_two]; ring
    have h3 : 0 < 1 - t ^ 2 / 2 := by nlinarith [ht.1, ht.2]
    rw [h1, h2]
    exact (mul_pos h3 h3).ne'
```

The model meets every hypothesis of `stability_persists` on \([0,1]\). At \(t=0\), \(A\) is the identity and \(B=0\). For general \(t\),
\[ A\pm B=\begin{pmatrix}1\pm t/2 & t/2\\ t/2 & 1\mp t/2\end{pmatrix},\qquad \det(A\pm B)=1-\frac{t^2}{4}-\frac{t^2}{4}=1-\frac{t^2}{2}, \]
which are `h1` and `h2`, and \(1-t^2/2>0\) for \(0\le t\le1\) is `h3`. Continuity and symmetry are verified entry by entry with `fin_cases`.

```lean
/-- One-excitation matrix that jumps from `1` to `-1` just after `t = 0`. -/
def jumpA (t : ℝ) : Matrix (Fin 1) (Fin 1) ℝ := !![if t ≤ 0 then 1 else -1]
```

This is a \(1\times1\) matrix with entry \(1\) for \(t\le0\) and \(-1\) for \(t>0\), a caricature of a scan that switches from one reference solution to another.

```lean
/-- With the discontinuous `jumpA` and `B = 0` the determinants never vanish, yet the pair is
stable at `t = 0` and not at `t = 1`. -/
theorem jump_loses_stability :
    (∀ t, (jumpA t + 0).det * (jumpA t - 0).det ≠ 0) ∧
      Stable (jumpA 0) 0 ∧ ¬ Stable (jumpA 1) 0 := by
  have hd : ∀ t, (jumpA t).det = if t ≤ 0 then 1 else -1 := fun t => det_fin_one_of _
  have h0 : jumpA 0 = 1 := by ext i j; fin_cases i; fin_cases j; simp [jumpA]
  refine ⟨fun t => ?_, ?_, fun h => ?_⟩
  · rw [add_zero, sub_zero, hd]
    split_ifs <;> norm_num
  · rw [Stable, h0, add_zero, sub_zero]
    exact ⟨PosDef.one, PosDef.one⟩
  · have h1 := h.1.det_pos
    rw [add_zero, hd] at h1
    norm_num at h1

end

end RPAStabilityPath
```

With \(B=0\) the product of determinants is \((\pm1)^2=1\), never zero. The pair is stable at \(t=0\), where \(A=1\), and unstable at \(t=1\), where a positive definite \(A+B\) would need a positive determinant and the determinant is \(-1\). A \(1\times1\) matrix is symmetric, so continuity of \(A\) is the only hypothesis of `stability_persists` that this path violates on \([0,1]\), and the conclusion fails with it.

```lean
#print axioms RPAStabilityPath.stable_iff_no_zero_mode
#print axioms RPAStabilityPath.jump_loses_stability
```

```
'RPAStabilityPath.stable_iff_no_zero_mode' depends on axioms: [propext, Classical.choice, Quot.sound]
'RPAStabilityPath.jump_loses_stability' depends on axioms: [propext, Classical.choice, Quot.sound]
```
